# The fermionic Matsubara grid at temperature T > 0 lies inside the one at temperature S > 0 exactly when T/S is an odd positive integer

## Why did halving the temperature lose every frequency?

At temperature T the lowest positive fermionic Matsubara frequency is πT, in units where ħ and Boltzmann's constant are one. When I halve the temperature, the positive frequencies become πT/2, 3πT/2, 5πT/2 and so on, and πT is missing. When I divide by three instead, I get πT/3, πT, 5πT/3, and πT is there.

I ran into this while cooling a lattice model in steps. I store the self-energy on the fermionic frequencies and wanted to compare two temperatures at the same frequency without interpolating. I had assumed that halving would refine the grid, as halving a mesh spacing usually does. Is the missing πT an accident of the first point, or do the two grids really share nothing? And which temperature steps keep all the old frequencies?

## The old frequencies survive when the ratio of temperatures is odd

It is no accident: after halving, the two grids have no frequency in common. All the old frequencies survive exactly when the old temperature is an odd multiple of the new one, so dividing by three is the mildest cooling step that keeps them all.

**Where the odd numbers come from.** A fermionic Green's function changes sign when imaginary time advances by 1/T. The sign reflects fermionic time ordering combined with the cyclicity of the thermal trace. A single mode exp(−iωτ) is therefore allowed if exp(−iω/T) = −1, which is the same condition as

exp(iω/T) = −1.

Since −1 = exp(iπ), and two exponentials agree exactly when their exponents differ by an integer multiple of 2πi, this means ω/T = π + 2πn, or

ω = (2n+1)πT, with n any integer.

Bosonic frequencies are the even multiples, 2nπT.

**Inclusion.** Let T be the old temperature and S the new one, both positive. If every frequency at T also occurs at S, then πT does, so for some integer m

πT = (2m+1)πS, and hence T/S = 2m+1.

The ratio is positive, so 2m+1 > 0, and as m is an integer, m ≥ 0. The first frequency alone has fixed the ratio as an odd positive integer. Conversely, if T = (2k+1)S with k ≥ 0, then

(2n+1)πT = (2n+1)(2k+1)πS = [2(2nk+n+k)+1]πS,

which is a fermionic frequency at S, for every n. The smallest case is k = 0, where T = S and the grids coincide.

**Where the frequencies go after halving.** Suppose every fermionic frequency at T is a bosonic one at S. Then πT = 2mπS for some integer m, so T/S = 2m, and positivity gives m ≥ 1. Conversely, if T = 2kS with k ≥ 1, then

(2n+1)πT = 2[(2n+1)k]πS,

which is bosonic at S. In your example πT is the first positive bosonic frequency at T/2, halfway between the fermionic points πT/2 and 3πT/2.

**No overlap for even ratios.** If T = 2kS and some frequency were fermionic at both temperatures, then

(2n+1)·2k·πS = (2m+1)πS.

Dividing by πS leaves an even integer equal to an odd one, which is impossible.

**Partial overlap.** Take the temperatures pU and qU, where U is a common temperature unit and p, q are odd with no common factor. A shared frequency satisfies

(2a+1)p = (2b+1)q.

So q divides (2a+1)p, and since it has no factor in common with p, it divides 2a+1. Write 2a+1 = qc. The product is odd, so c is odd, say c = 2d+1, and the frequency is

ω = (2d+1)pqπU.

Conversely, each such ω is an odd multiple of πpU, because (2d+1)q is odd, and an odd multiple of πqU, because (2d+1)p is odd. The shared frequencies are therefore the fermionic grid at temperature pqU. For 3U and 5U, the lowest positive shared frequency is 15πU.

The absence of a common factor matters here. With p = q = 3 both temperatures are 3U, and the shared grid is the one at 3U, not the one at 9U. So the formula fails if p and q are allowed to be arbitrary odd numbers.

## What the Lean statements say about the grids

In the Lean file below, `fermionicFreq T n` is (2n+1)πT and `bosonicFreq T n` is 2nπT. The temperature is a real number and the index runs over all of `ℤ`, so negative frequencies are included. A grid is the range of such a function: `ω ∈ fermionicGrid T` means that some integer index gives ω. The letter `S` is a second temperature, not an entropy, and `U` is a temperature unit, not a Hubbard interaction.

- `mem_fermionicGrid_iff_antiperiodic` says that, for T > 0, a real ω is in the fermionic grid exactly when exp(iω/T) = −1. This ties the definition to the boundary condition in imaginary time.
- `fermionicGrid_subset_iff` is the inclusion criterion. Its `k` is a natural number, zero included, so `2 * k + 1` runs through the odd positive integers.
- `fermionicGrid_subset_bosonicGrid_iff` is the criterion for landing on the bosonic grid. Here `0 < k` makes the even ratio positive.
- `fermionicGrid_disjoint_of_even` says that an even ratio leaves no common fermionic frequency. It requires only S > 0 and allows k = 0, which means T = 0. The formula then gives the single value 0, which is not fermionic at S. This is a degenerate case of the definition, not the physical zero-temperature limit, in which the frequencies become dense.
- `fermionicGrid_inter` identifies the overlap for temperatures pU and qU, with U > 0 and p, q odd and coprime.
- `halving_and_thirding` covers your two steps, halving and division by three, for any starting temperature T > 0.

A ratio such as 3/2 falls under neither the disjointness theorem nor the overlap theorem, but the same parity argument settles it by hand: a shared frequency would require 3(2n+1) = 2(2m+1), an odd integer equal to an even one, so these two grids have no frequency in common either.

The grids here are infinite, while a program stores a finite list. If the old list ends at index N, its last frequency has index 3N+1 after division by three, so the new list must reach at least that far.

```lean
import Mathlib

open scoped Real

namespace MatsubaraGrids

noncomputable section

/-- The fermionic Matsubara frequency `(2n+1)πT` with integer index `n`, in units where
`ħ` and Boltzmann's constant are one. -/
def fermionicFreq (T : ℝ) (n : ℤ) : ℝ := (2 * n + 1) * π * T

/-- The bosonic Matsubara frequency `2nπT` with integer index `n`, in the same units. -/
def bosonicFreq (T : ℝ) (n : ℤ) : ℝ := 2 * n * π * T

/-- The set of all fermionic Matsubara frequencies at temperature `T`. -/
def fermionicGrid (T : ℝ) : Set ℝ := Set.range (fermionicFreq T)

/-- The set of all bosonic Matsubara frequencies at temperature `T`. -/
def bosonicGrid (T : ℝ) : Set ℝ := Set.range (bosonicFreq T)

/-- At temperature `T > 0`, a real frequency `ω` is a fermionic Matsubara frequency exactly when
the phase `exp(iω/T)` collected over the imaginary-time interval `1/T` is `-1`. -/
theorem mem_fermionicGrid_iff_antiperiodic {T : ℝ} (hT : 0 < T) (ω : ℝ) :
    ω ∈ fermionicGrid T ↔ Complex.exp (((ω / T : ℝ) : ℂ) * Complex.I) = -1 := by
  rw [← Complex.exp_pi_mul_I, Complex.exp_eq_exp_iff_exists_int]
  constructor
  · rintro ⟨n, rfl⟩
    refine ⟨n, ?_⟩
    have h : fermionicFreq T n / T = (2 * n + 1) * π := by
      rw [div_eq_iff hT.ne', fermionicFreq]
    rw [h]
    push_cast
    ring
  · rintro ⟨n, hn⟩
    -- remove the factor `i` and return to real numbers
    have h' : ((ω / T : ℝ) : ℂ) = ((π + n * (2 * π) : ℝ) : ℂ) := by
      apply mul_right_cancel₀ Complex.I_ne_zero
      rw [hn]
      push_cast
      ring
    have h := Complex.ofReal_injective h'
    rw [div_eq_iff hT.ne'] at h
    refine ⟨n, ?_⟩
    rw [h, fermionicFreq]
    ring

/-- For positive temperatures `T` and `S`, every fermionic Matsubara frequency at `T` is also one
at `S` if and only if `T/S` is an odd positive integer. -/
theorem fermionicGrid_subset_iff {T S : ℝ} (hT : 0 < T) (hS : 0 < S) :
    fermionicGrid T ⊆ fermionicGrid S ↔ ∃ k : ℕ, T / S = 2 * k + 1 := by
  constructor
  · intro h
    -- the lowest positive frequency `πT` already fixes the ratio
    have h0 : fermionicFreq T 0 ∈ fermionicGrid T := ⟨0, rfl⟩
    obtain ⟨m, hm⟩ := h h0
    simp only [fermionicFreq, Int.cast_zero] at hm
    have q : T / S = 2 * m + 1 := by
      rw [div_eq_iff hS.ne']
      apply mul_left_cancel₀ Real.pi_ne_zero
      linear_combination -hm
    have hpos : (0 : ℝ) < 2 * m + 1 := by
      rw [← q]
      exact div_pos hT hS
    have hz : (0 : ℤ) < 2 * m + 1 := by exact_mod_cast hpos
    obtain ⟨k, rfl⟩ := Int.eq_ofNat_of_zero_le (show 0 ≤ m by omega)
    exact ⟨k, by exact_mod_cast q⟩
  · rintro ⟨k, hk⟩ ω ⟨n, rfl⟩
    rw [div_eq_iff hS.ne'] at hk
    -- a product of odd integers is odd
    refine ⟨2 * n * k + n + k, ?_⟩
    simp only [fermionicFreq]
    rw [hk]
    push_cast
    ring

/-- For positive temperatures `T` and `S`, every fermionic Matsubara frequency at `T` is a bosonic
one at `S` if and only if `T/S` is an even positive integer. -/
theorem fermionicGrid_subset_bosonicGrid_iff {T S : ℝ} (hT : 0 < T) (hS : 0 < S) :
    fermionicGrid T ⊆ bosonicGrid S ↔ ∃ k : ℕ, 0 < k ∧ T / S = 2 * k := by
  constructor
  · intro h
    have h0 : fermionicFreq T 0 ∈ fermionicGrid T := ⟨0, rfl⟩
    obtain ⟨m, hm⟩ := h h0
    simp only [fermionicFreq, bosonicFreq, Int.cast_zero] at hm
    have q : T / S = 2 * m := by
      rw [div_eq_iff hS.ne']
      apply mul_left_cancel₀ Real.pi_ne_zero
      linear_combination -hm
    have hpos : (0 : ℝ) < 2 * m := by
      rw [← q]
      exact div_pos hT hS
    have hz : (0 : ℤ) < 2 * m := by exact_mod_cast hpos
    obtain ⟨k, rfl⟩ := Int.eq_ofNat_of_zero_le (show 0 ≤ m by omega)
    exact ⟨k, by omega, by exact_mod_cast q⟩
  · rintro ⟨k, _, hk⟩ ω ⟨n, rfl⟩
    rw [div_eq_iff hS.ne'] at hk
    refine ⟨(2 * n + 1) * k, ?_⟩
    simp only [fermionicFreq, bosonicFreq]
    rw [hk]
    push_cast
    ring

/-- If `S > 0` and the ratio `T/S` is an even natural number, the fermionic grids at `T` and `S`
have no frequency in common. -/
theorem fermionicGrid_disjoint_of_even {T S : ℝ} (hS : 0 < S) (k : ℕ) (hk : T / S = 2 * k) :
    Disjoint (fermionicGrid T) (fermionicGrid S) := by
  rw [Set.disjoint_left]
  rintro ω ⟨n, hn⟩ ⟨m, hm⟩
  rw [div_eq_iff hS.ne'] at hk
  simp only [fermionicFreq] at hn hm
  rw [hk] at hn
  -- a common frequency would equate an even and an odd integer
  have e : 2 * ((2 * (n : ℝ) + 1) * k) = 2 * m + 1 :=
    mul_right_cancel₀ (mul_ne_zero Real.pi_ne_zero hS.ne') (by linear_combination hn - hm)
  have ez : 2 * ((2 * n + 1) * (k : ℤ)) = 2 * m + 1 := by exact_mod_cast e
  generalize (2 * n + 1) * (k : ℤ) = j at ez
  omega

/-- For `U > 0` and coprime odd `p` and `q`, the frequencies shared by the fermionic grids at
temperatures `pU` and `qU` are exactly the fermionic grid at temperature `pqU`. -/
theorem fermionicGrid_inter {U : ℝ} (hU : 0 < U) {p q : ℕ} (hp : Odd p) (hq : Odd q)
    (hpq : Nat.Coprime p q) :
    fermionicGrid (p * U) ∩ fermionicGrid (q * U) = fermionicGrid (p * q * U) := by
  ext ω
  constructor
  · rintro ⟨⟨a, ha⟩, ⟨b, hb⟩⟩
    simp only [fermionicFreq] at ha hb
    have e : (2 * (a : ℝ) + 1) * p = (2 * b + 1) * q :=
      mul_right_cancel₀ (mul_ne_zero Real.pi_ne_zero hU.ne') (by linear_combination ha - hb)
    have ez : (2 * a + 1) * (p : ℤ) = (2 * b + 1) * q := by exact_mod_cast e
    -- coprimality forces `q` to divide the odd index `2a+1`
    have hd : (q : ℤ) ∣ (2 * a + 1) * p := ⟨2 * b + 1, by rw [ez, mul_comm]⟩
    have hc : IsCoprime (q : ℤ) (p : ℤ) := Nat.isCoprime_iff_coprime.mpr hpq.symm
    obtain ⟨c, hac⟩ := hc.dvd_of_dvd_mul_right hd
    have hodd : Odd ((q : ℤ) * c) := ⟨a, hac.symm⟩
    obtain ⟨d, rfl⟩ := (Int.odd_mul.mp hodd).2
    have hr : 2 * (a : ℝ) + 1 = q * (2 * d + 1) := by exact_mod_cast hac
    refine ⟨d, ?_⟩
    rw [← ha, hr, fermionicFreq]
    ring
  · rintro ⟨d, rfl⟩
    obtain ⟨r, rfl⟩ := hp
    obtain ⟨s, rfl⟩ := hq
    constructor
    · refine ⟨2 * d * s + d + s, ?_⟩
      simp only [fermionicFreq]
      push_cast
      ring
    · refine ⟨2 * d * r + d + r, ?_⟩
      simp only [fermionicFreq]
      push_cast
      ring

/-- Starting from a temperature `T > 0`, halving the temperature reuses no fermionic Matsubara
frequency, while dividing it by three reuses all of them. -/
theorem halving_and_thirding {T : ℝ} (hT : 0 < T) :
    Disjoint (fermionicGrid T) (fermionicGrid (T / 2)) ∧
      fermionicGrid T ⊆ fermionicGrid (T / 3) := by
  have h2 : 0 < T / 2 := by positivity
  have h3 : 0 < T / 3 := by positivity
  constructor
  · apply fermionicGrid_disjoint_of_even h2 1
    rw [div_eq_iff h2.ne']
    push_cast
    ring
  · refine (fermionicGrid_subset_iff hT h3).mpr ⟨1, ?_⟩
    rw [div_eq_iff h3.ne']
    push_cast
    ring

end

end MatsubaraGrids
```

```lean
#print axioms MatsubaraGrids.fermionicGrid_subset_iff
#print axioms MatsubaraGrids.fermionicGrid_subset_bosonicGrid_iff
#print axioms MatsubaraGrids.fermionicGrid_inter
#print axioms MatsubaraGrids.halving_and_thirding
```

```
'MatsubaraGrids.fermionicGrid_subset_iff' depends on axioms: [propext, Classical.choice, Quot.sound]
'MatsubaraGrids.fermionicGrid_subset_bosonicGrid_iff' depends on axioms: [propext, Classical.choice, Quot.sound]
'MatsubaraGrids.fermionicGrid_inter' depends on axioms: [propext, Classical.choice, Quot.sound]
'MatsubaraGrids.halving_and_thirding' depends on axioms: [propext, Classical.choice, Quot.sound]
```

## How the parity argument is carried out in Lean

**The boundary condition.** The proof of `mem_fermionicGrid_iff_antiperiodic` first writes −1 as exp(πi). The lemma `Complex.exp_eq_exp_iff_exists_int` then turns equality of exponentials into equality of exponents up to an integer multiple of 2πi. From a grid frequency, the required integer is its own index. In the other direction, the factor i is cancelled and `Complex.ofReal_injective` brings the equation back to real numbers, where multiplying by T gives the frequency formula.

**The two inclusion criteria.** Both forward directions apply the assumed inclusion to `fermionicFreq T 0`, which is πT. Cancelling π gives an equation for T/S in terms of an integer `m`; the code calls this equation `q`, which is unrelated to the odd number q in the overlap theorem. Positivity of T/S is transferred from the reals to the integers by `exact_mod_cast`, `omega` concludes that m ≥ 0, and `Int.eq_ofNat_of_zero_le` replaces m by a natural number. For the converses, the proof supplies the new index outright: `2 * n * k + n + k` in the fermionic case and `(2 * n + 1) * k` in the bosonic one. After substitution of the ratio, `ring` checks the same products as in the derivation above.

**Disjointness.** A common frequency comes with two indices, `n` and `m`. Cancelling πS gives the real equation `e`, and `ez` is the same equation between integers. Since `omega` handles linear arithmetic only, `generalize` gives the product (2n+1)k the single name `j`. What remains is 2j = 2m+1, which `omega` refutes.

**The overlap.** In `fermionicGrid_inter`, the equation `ez` is (2a+1)p = (2b+1)q, and `hd` reads off that q divides the left side. Coprimality enters through `dvd_of_dvd_mul_right`, which yields 2a+1 = qc. Then `Int.odd_mul` shows that c is odd, and the `d` with c = 2d+1 is the index at temperature pqU. For the reverse inclusion, p and q are written as 2r+1 and 2s+1, and the indices at the two temperatures are given explicitly.

**Your two cooling steps.** `halving_and_thirding` uses k = 1 twice: the ratio 2 = 2·1 goes into the disjointness theorem, and the ratio 3 = 2·1+1 into the inclusion criterion.

For self-energies or Green's functions sampled on fermionic Matsubara frequencies, cooling by a factor of three thus lets you compare old and new data point by point, or start an iteration from the old values at the shared points. The result concerns only the positions of the frequencies: the functions themselves still change with temperature, and the new points in between need values of their own.
